# Pauli's fundamental theorem: two families of $2m$ anticommuting complex $2^m\times 2^m$ matrices with squares 1 are related by a similarity, unique up to a scalar

**Q.** I replace one fermion-to-qubit encoding by another, say Jordan–Wigner by Bravyi–Kitaev, and assume that the Hamiltonian keeps its spectrum. What entitles me to that?

**A.** With $m$ modes on $m$ qubits, each encoding gives $2m$ Majorana matrices of size $2^m$. They anticommute pairwise and, suitably normalised, square to 1. If $g_a$ and $h_a$ are two such families, there is one invertible $S$ with $h_a=Sg_aS^{-1}$ for all $a$. A Hamiltonian written as the same polynomial in either family is then conjugated by $S$, interacting or not, so its spectrum is unchanged.

**Q.** What does the code assume about the matrices?

**A.** Only those relations. `IsClifford` refers to the Clifford algebra, not to the Clifford group of gates. Hermiticity is not required. The index type `n` labels basis states, and the later hypothesis `hn` says that there are $2^m$ of them. Generators are numbered from 0 to $2m-1$.

```lean
import Mathlib

open Matrix
open scoped ComplexOrder

namespace PauliFundamental

noncomputable section

variable {n ι : Type*} [Fintype n] [DecidableEq n] {m : ℕ}

/-- A family of complex matrices that square to one and anticommute pairwise. -/
structure IsClifford (g : ι → Matrix n n ℂ) : Prop where
  sq : ∀ a, g a * g a = 1
  anti : ∀ a b, a ≠ b → g a * g b = -(g b * g a)
```

**Q.** How do you look for $S$ without knowing the matrices?

**A.** Drop invertibility first. The equation $h_aS=Sg_a$ is linear in $S$, so its solutions, the intertwiners, form a vector space.

```lean
/-- The space of matrices `S` with `h a * S = S * g a` for every generator. -/
def intertwiners (g h : ι → Matrix n n ℂ) : Submodule ℂ (Matrix n n ℂ) where
  carrier := {S | ∀ a, h a * S = S * g a}
  zero_mem' := fun a => by rw [mul_zero, zero_mul]
  add_mem' := fun hx hy a => by rw [mul_add, add_mul, hx a, hy a]
  smul_mem' := fun c x hx a => by rw [mul_smul_comm, smul_mul_assoc, hx a]
```

To produce solutions, average: replace $X$ by $E_a(X)=\tfrac12(X+h_aXg_a)$, for one generator after another. `twirl` does this along a list, with the head of the list applied last.

```lean
/-- The twirl: for each generator in the list, a matrix `X` is replaced by the mean of
`X` and `h a * X * g a`. -/
def twirl (g h : ι → Matrix n n ℂ) : List ι → (Matrix n n ℂ →ₗ[ℂ] Matrix n n ℂ)
  | [] => LinearMap.id
  | a :: l => (1 / 2 : ℂ) • (twirl g h l +
      (LinearMap.mulLeft ℂ (h a) ∘ₗ LinearMap.mulRight ℂ (g a)) ∘ₗ twirl g h l)
```

**Q.** Where does the even number of generators enter?

**A.** In the product $P=g_0g_1\cdots g_{2m-1}$. Moving $g_b$ through it gives a sign at each of the $2m-1$ other factors, so $Pg_b=-g_bP$. Set $u=Pg_a$, which is invertible because every factor is. Then
$$g_au=g_aPg_a=-Pg_ag_a=-ug_a,$$
and for $b\neq a$
$$ug_b=Pg_ag_b=-Pg_bg_a=g_bPg_a=g_bu.$$
So $u$ anticommutes with $g_a$ alone. In Lean, `sign` counts the signs by induction on the list, and `hP` specialises it to the full product.

```lean
/-- For an even number of Clifford generators, each generator has an invertible matrix that
anticommutes with it and commutes with all the others. -/
theorem exists_flip {g : Fin (2 * m) → Matrix n n ℂ} (hg : IsClifford g) (a : Fin (2 * m)) :
    ∃ u : (Matrix n n ℂ)ˣ, (u : Matrix n n ℂ) * g a = -(g a * u) ∧
      ∀ b, b ≠ a → (u : Matrix n n ℂ) * g b = g b * u := by
  -- moving a generator through an ordered product costs a sign per different factor
  have sign : ∀ (b : Fin (2 * m)) (l : List (Fin (2 * m))), (l.map g).prod * g b =
      (-1 : ℂ) ^ (l.length + l.count b) • (g b * (l.map g).prod) := by
    intro b l
    induction l with
    | nil => simp
    | cons c l ih =>
      rw [List.map_cons, List.prod_cons, mul_assoc, ih, mul_smul_comm, ← mul_assoc,
        List.length_cons]
      by_cases hc : c = b
      · subst hc
        rw [List.count_cons_self, show l.length + 1 + (l.count c + 1) =
          l.length + l.count c + 2 by omega, pow_add (-1 : ℂ) (l.length + l.count c) 2,
          neg_one_sq, mul_one, mul_assoc]
      · have h1 : (c :: l).count b = l.count b := by simp [hc]
        rw [h1, show l.length + 1 + l.count b = l.length + l.count b + 1 by omega,
          pow_succ, hg.anti c b hc, neg_mul, mul_assoc, smul_neg, mul_neg_one, neg_smul]
  have unit : ∀ b, IsUnit (g b) := fun b => ⟨⟨g b, g b, hg.sq b, hg.sq b⟩, rfl⟩
  have units : ∀ l : List (Fin (2 * m)), IsUnit (l.map g).prod := by
    intro l
    induction l with
    | nil => simp
    | cons b l ih =>
      rw [List.map_cons, List.prod_cons]
      exact (unit b).mul ih
  have hP : ∀ b, ((List.finRange (2 * m)).map g).prod * g b =
      -(g b * ((List.finRange (2 * m)).map g).prod) := by
    intro b
    have h := sign b (List.finRange (2 * m))
    rw [List.length_finRange, List.count_eq_one_of_mem (List.nodup_finRange _)
      (List.mem_finRange b), pow_succ, pow_mul, neg_one_sq, one_pow, one_mul,
      neg_one_smul] at h
    exact h
  obtain ⟨u, hu⟩ := (units (List.finRange (2 * m))).mul (unit a)
  generalize ((List.finRange (2 * m)).map g).prod = P at hP hu
  refine ⟨u, ?_, fun b hb => ?_⟩
  · rw [hu, ← mul_assoc (g a) P (g a), hP a, neg_mul]
  · rw [hu, mul_assoc, hg.anti a b hb.symm, mul_neg, ← mul_assoc, hP b, neg_mul, neg_neg,
      mul_assoc]
```

**Q.** What is such a $u$ good for?

**A.** It makes traces vanish. Let $T$ be a linear map on matrices with $T(Xu)=-T(X)u$, and let $R_u$ be right multiplication by $u$. Then $R_u^{-1}TR_u=-T$. Cyclicity gives $\operatorname{tr}T=-\operatorname{tr}T$, hence $\operatorname{tr}T=0$. This is the trace of a map on the $N^2$-dimensional space of $N\times N$ matrices.

```lean
/-- A linear map on matrices that changes sign when moved past right multiplication by an
invertible matrix has trace zero. -/
theorem trace_eq_zero_of_flip (T : Matrix n n ℂ →ₗ[ℂ] Matrix n n ℂ) (u : (Matrix n n ℂ)ˣ)
    (hT : ∀ X, T (X * u) = -(T X * u)) : LinearMap.trace ℂ _ T = 0 := by
  let R : Matrix n n ℂ → Module.End ℂ (Matrix n n ℂ) := fun v => LinearMap.mulRight ℂ v
  have h1 : T = (T * R u) * R ↑u⁻¹ := LinearMap.ext fun X => by
    change T X = T (X * (↑u⁻¹ : Matrix n n ℂ) * (u : Matrix n n ℂ))
    rw [Units.inv_mul_cancel_right]
  have h2 : R ↑u⁻¹ * (T * R u) = -T := LinearMap.ext fun X => by
    change T (X * (u : Matrix n n ℂ)) * (↑u⁻¹ : Matrix n n ℂ) = -T X
    rw [hT, neg_mul, Units.mul_inv_cancel_right]
  have h3 : LinearMap.trace ℂ _ T = -LinearMap.trace ℂ _ T :=
    (congrArg (LinearMap.trace ℂ _) h1).trans
      ((LinearMap.trace_mul_comm ℂ _ _).trans (by rw [h2, map_neg]))
  linear_combination (1 / 2 : ℂ) * h3
```

**Q.** Does averaging over a second generator spoil what the first achieved?

**A.** No. Since the squares are 1,
$$h_aE_a(Y)=\tfrac12(h_aY+Yg_a)=E_a(Y)g_a.$$
If $Y$ already satisfies $h_aY=Yg_a$ and $b\ne a$, then
$$h_ah_bYg_b=-h_bh_aYg_b=-h_bYg_ag_b=h_bYg_bg_a,$$
so $E_b(Y)$ satisfies it too. The induction splits into these two cases.

```lean
/-- For two Clifford families, a twirled matrix intertwines every generator in the list. -/
theorem twirl_intertwines {g h : ι → Matrix n n ℂ} (hg : IsClifford g) (hh : IsClifford h)
    (X : Matrix n n ℂ) (a : ι) (l : List ι) (ha : a ∈ l) :
    h a * twirl g h l X = twirl g h l X * g a := by
  induction l with
  | nil => simp at ha
  | cons b l ih =>
    change h a * ((1 / 2 : ℂ) • (twirl g h l X + h b * (twirl g h l X * g b))) =
      ((1 / 2 : ℂ) • (twirl g h l X + h b * (twirl g h l X * g b))) * g a
    generalize twirl g h l X = Y at ih ⊢
    rw [mul_smul_comm, smul_mul_assoc, mul_add, add_mul]
    congr 1
    by_cases hab : a = b
    · subst hab
      have h1 : h a * (h a * (Y * g a)) = Y * g a := by rw [← mul_assoc, hh.sq, one_mul]
      have h2 : h a * (Y * g a) * g a = h a * Y := by
        rw [mul_assoc, mul_assoc, hg.sq, mul_one]
      rw [h1, h2, add_comm]
    · have hY := ih ((List.mem_cons.mp ha).resolve_left hab)
      -- the two signs from reordering cancel
      have h1 : h a * (h b * (Y * g b)) = h b * (Y * g b) * g a := by
        rw [← mul_assoc, hh.anti a b hab, neg_mul, mul_assoc, ← mul_assoc (h a), hY,
          mul_assoc Y, hg.anti a b hab]
        noncomm_ring
      rw [hY, h1]
```

**Q.** The average might still be zero for every $X$.

**A.** The trace excludes that. Let $E_l$ be the twirl over a list $l$ that does not contain $a$. The matrix $u$ belonging to $g_a$ commutes with every $g_b$ in $l$, so $E_l(Xu)=E_l(X)u$. For $T(X)=h_aE_l(X)g_a$ this gives
$$T(Xu)=h_aE_l(X)ug_a=-T(X)u,$$
so $\operatorname{tr}T=0$. Adding $a$ to the list therefore halves the trace. The identity has trace $N^2$, and $k$ distinct generators leave $N^2/2^k$.

```lean
/-- If `g` is a Clifford family with an even number of generators, twirling over `k` distinct
generators has trace `N ^ 2 / 2 ^ k` on the `N` by `N` matrices. -/
theorem trace_twirl {g : Fin (2 * m) → Matrix n n ℂ} (hg : IsClifford g)
    (h : Fin (2 * m) → Matrix n n ℂ) (l : List (Fin (2 * m))) (hl : l.Nodup) :
    LinearMap.trace ℂ _ (twirl g h l) = (Fintype.card n : ℂ) ^ 2 / 2 ^ l.length := by
  induction l with
  | nil =>
    change LinearMap.trace ℂ _ LinearMap.id = _
    rw [LinearMap.trace_id, Module.finrank_matrix]
    simp [sq]
  | cons a l ih =>
    obtain ⟨hal, hl'⟩ := List.nodup_cons.mp hl
    obtain ⟨u, hu, hc⟩ := exists_flip hg a
    have comm : ∀ k : List (Fin (2 * m)), a ∉ k → ∀ X : Matrix n n ℂ,
        twirl g h k (X * u) = twirl g h k X * u := by
      intro k hk X
      induction k with
      | nil => rfl
      | cons b k ihk =>
        have hb : b ≠ a := fun e => hk (by simp [e])
        change (1 / 2 : ℂ) • (twirl g h k (X * u) + h b * (twirl g h k (X * u) * g b)) =
          ((1 / 2 : ℂ) • (twirl g h k X + h b * (twirl g h k X * g b))) * u
        rw [ihk (fun e => hk (List.mem_cons_of_mem b e)), smul_mul_assoc, add_mul]
        simp only [mul_assoc, hc b hb]
    have hT := trace_eq_zero_of_flip
      ((LinearMap.mulLeft ℂ (h a) ∘ₗ LinearMap.mulRight ℂ (g a)) ∘ₗ twirl g h l) u
      (fun X => by
        change h a * (twirl g h l (X * u) * g a) = -(h a * (twirl g h l X * g a) * u)
        rw [comm l hal]
        simp only [mul_assoc, hu, mul_neg])
    rw [twirl, map_smul, map_add, ih hl', hT, smul_eq_mul, List.length_cons, pow_succ]
    ring
```

An intertwiner is unchanged by averaging, because $h_aXg_a=Xg_ag_a=X$. The full twirl is thus a projection onto the intertwiners, and its trace is their dimension: $(2^m)^2/2^{2m}=1$. Lean takes this from `hp.trace`.

```lean
/-- The intertwiners between two Clifford families of `2m` matrices of size `2^m` form a
one-dimensional space. -/
theorem finrank_intertwiners (hn : Fintype.card n = 2 ^ m)
    {g h : Fin (2 * m) → Matrix n n ℂ} (hg : IsClifford g) (hh : IsClifford h) :
    Module.finrank ℂ (intertwiners g h) = 1 := by
  have fix : ∀ (l : List (Fin (2 * m))), ∀ X ∈ intertwiners g h, twirl g h l X = X := by
    intro l X hX
    induction l with
    | nil => rfl
    | cons a l ih =>
      change (1 / 2 : ℂ) • (twirl g h l X + h a * (twirl g h l X * g a)) = X
      rw [ih, ← mul_assoc, hX a, mul_assoc, hg.sq, mul_one]
      module
  -- the rank of a projection is its trace
  have hp : LinearMap.IsProj (intertwiners g h) (twirl g h (List.finRange (2 * m))) :=
    ⟨fun X a => twirl_intertwines hg hh X a _ (List.mem_finRange a), fix _⟩
  have ht := hp.trace
  have h1 : (((2 ^ m : ℕ) : ℂ)) ^ 2 / 2 ^ (2 * m) = 1 := by
    push_cast
    rw [← pow_mul, mul_comm m 2]
    exact div_self (pow_ne_zero _ two_ne_zero)
  rw [trace_twirl hg h _ (List.nodup_finRange _), List.length_finRange, hn, h1] at ht
  exact_mod_cast ht.symm
```

**Q.** One nonzero solution, then. Why is it invertible?

**A.** Twirl $S^\dagger$ with $g$ and $h$ exchanged, and call the result $T$, so that $g_aT=Th_a$. Each step preserves the trace against $S$:
$$\operatorname{tr}(Sg_aYh_a)=\operatorname{tr}(h_aSg_aY)=\operatorname{tr}(Sg_ag_aY)=\operatorname{tr}(SY).$$
Hence $\operatorname{tr}(ST)=\operatorname{tr}(SS^\dagger)=\sum_{ij}|S_{ij}|^2\neq0$. Also $h_aST=Sg_aT=STh_a$. The dimension count for the pair $(h,h)$, whose intertwiners include 1, gives $ST=c\,1$. The trace shows $c\ne0$, so $S^{-1}=T/c$.

```lean
/-- A nonzero intertwiner between two Clifford families of `2m` matrices of size `2^m` is
invertible. -/
theorem isUnit_of_intertwiner (hn : Fintype.card n = 2 ^ m)
    {g h : Fin (2 * m) → Matrix n n ℂ} (hg : IsClifford g) (hh : IsClifford h)
    {S : Matrix n n ℂ} (hS : S ∈ intertwiners g h) (h0 : S ≠ 0) : IsUnit S := by
  have : Nonempty n := Fintype.card_pos_iff.mp (by rw [hn]; positivity)
  have key : ∀ l : List (Fin (2 * m)), (S * twirl h g l Sᴴ).trace = (S * Sᴴ).trace := by
    intro l
    induction l with
    | nil => rfl
    | cons a l ih =>
      change (S * ((1 / 2 : ℂ) • (twirl h g l Sᴴ + g a * (twirl h g l Sᴴ * h a)))).trace = _
      generalize twirl h g l Sᴴ = Y at ih ⊢
      have e : (S * (g a * (Y * h a))).trace = (S * Y).trace := by
        rw [← mul_assoc, ← mul_assoc, Matrix.trace_mul_comm, ← mul_assoc, ← mul_assoc,
          hS a, mul_assoc S, hg.sq, mul_one]
      rw [mul_smul_comm, mul_add, Matrix.trace_smul, Matrix.trace_add, e, ih, smul_eq_mul]
      ring
  have hT := fun a => twirl_intertwines hh hg Sᴴ a _ (List.mem_finRange a)
  have ht := key (List.finRange (2 * m))
  generalize twirl h g (List.finRange (2 * m)) Sᴴ = T at hT ht
  -- `S * T` commutes with every `h a`, hence is a scalar
  have hST : S * T ∈ intertwiners h h := fun a => by
    rw [← mul_assoc, hS a, mul_assoc, hT a, mul_assoc]
  have h1 : (1 : Matrix n n ℂ) ∈ intertwiners h h := fun a => by rw [mul_one, one_mul]
  obtain ⟨c, hc⟩ := (finrank_eq_one_iff_of_nonzero' (⟨1, h1⟩ : intertwiners h h)
    (fun e => one_ne_zero (congrArg Subtype.val e))).mp
    (finrank_intertwiners hn hh hh) ⟨S * T, hST⟩
  have hc' : c • (1 : Matrix n n ℂ) = S * T := congrArg Subtype.val hc
  have c0 : c ≠ 0 := by
    rintro rfl
    rw [← hc', zero_smul, Matrix.trace_zero] at ht
    exact h0 (Matrix.trace_mul_conjTranspose_self_eq_zero_iff.mp ht.symm)
  have hinv : S * (c⁻¹ • T) = 1 := by
    rw [mul_smul_comm, ← hc', smul_smul, inv_mul_cancel₀ c0, one_smul]
  exact ⟨⟨S, c⁻¹ • T, hinv, mul_eq_one_comm.mp hinv⟩, rfl⟩
```

**Q.** And uniqueness?

**A.** An invertible $S'$ relates the families exactly when it is an intertwiner, that is, when $S'=cS$. Here $c\neq0$ automatically, since $S'$ is a unit, Lean's term for an invertible element. The Dirac matrices are the case $m=2$, except that some of them square to $-1$. Multiply those by $i$ in both families and the theorem applies, with the same $S$.

```lean
/-- Pauli's fundamental theorem: two Clifford families of `2m` matrices of size `2^m` are related
by a similarity `S`, and the invertible matrices that relate them are exactly the invertible
scalar multiples of `S`. -/
theorem pauli_fundamental (hn : Fintype.card n = 2 ^ m)
    {g h : Fin (2 * m) → Matrix n n ℂ} (hg : IsClifford g) (hh : IsClifford h) :
    ∃ S : (Matrix n n ℂ)ˣ, (∀ a, h a = S * g a * (↑S⁻¹ : Matrix n n ℂ)) ∧
      ∀ S' : (Matrix n n ℂ)ˣ, (∀ a, h a = S' * g a * (↑S'⁻¹ : Matrix n n ℂ)) ↔
        ∃ c : ℂ, (S' : Matrix n n ℂ) = c • (S : Matrix n n ℂ) := by
  have hr := finrank_intertwiners hn hg hh
  have hbot : intertwiners g h ≠ ⊥ := fun e => by
    rw [e, finrank_bot] at hr
    exact zero_ne_one hr
  obtain ⟨S, hS, h0⟩ := Submodule.exists_mem_ne_zero_of_ne_bot hbot
  obtain ⟨u, rfl⟩ := isUnit_of_intertwiner hn hg hh hS h0
  simp only [Units.eq_mul_inv_iff_mul_eq]
  refine ⟨u, hS, fun S' => ⟨fun hS' => ?_, ?_⟩⟩
  · obtain ⟨c, hc⟩ := (finrank_eq_one_iff_of_nonzero' (⟨u, hS⟩ : intertwiners g h)
      (fun e => h0 (congrArg Subtype.val e))).mp hr ⟨S', hS'⟩
    exact ⟨c, (congrArg Subtype.val hc).symm⟩
  · rintro ⟨c, hc⟩ a
    rw [hc, mul_smul_comm, smul_mul_assoc, hS a]
```

**Q.** My change of basis should be unitary. Is it?

**A.** That is the step left to you. If both families are Hermitian, taking adjoints shows that $S^\dagger S$ commutes with every $g_a$. It is then a positive scalar, and rescaling makes $S$ unitary.

**Q.** Show me matrices that meet the hypotheses.

**A.** `pauli 0`, `pauli 1` and `pauli 2` are $\sigma_x,\sigma_y,\sigma_z$. The pairs $(\sigma_x,\sigma_y)$ and $(\sigma_y,\sigma_z)$ are two families with $m=1$. Lean checks the relations entry by entry.

```lean
/-- The three Pauli matrices. -/
def pauli : Fin 3 → Matrix (Fin 2) (Fin 2) ℂ :=
  ![!![0, 1; 1, 0], !![0, -Complex.I; Complex.I, 0], !![1, 0; 0, -1]]

/-- The three Pauli matrices form a Clifford family, and so do the pairs made of the first two
and of the last two. -/
theorem pauli_witness : IsClifford pauli ∧
    IsClifford (fun a : Fin (2 * 1) => pauli a.castSucc) ∧
    IsClifford (fun a : Fin (2 * 1) => pauli a.succ) := by
  have h : IsClifford pauli := by
    constructor
    · intro a
      fin_cases a <;> ext i j <;> fin_cases i <;> fin_cases j <;>
        simp [pauli, Matrix.mul_apply, Fin.sum_univ_succ]
    · intro a b hab
      fin_cases a <;> fin_cases b <;> first
        | exact absurd rfl hab
        | (ext i j
           fin_cases i <;> fin_cases j <;>
             simp [pauli, Matrix.mul_apply, Fin.sum_univ_succ])
  exact ⟨h, ⟨fun a => h.sq _, fun a b hab => h.anti _ _
      (fun e => hab (Fin.castSucc_injective _ e))⟩,
    ⟨fun a => h.sq _, fun a b hab => h.anti _ _ (fun e => hab (Fin.succ_injective _ e))⟩⟩
```

**Q.** What if I keep all three Pauli matrices?

**A.** Then the similarity can fail. The matrices $-\sigma_x,-\sigma_y,-\sigma_z$ satisfy the same relations, but $\sigma_x\sigma_y\sigma_z=i\,1$, while the product of the negatives is $-i\,1$. A similarity leaves $i\,1$ fixed, so none connects the two triples. In Lean, moving $S$ through the product gives $2iS=0$, which contradicts invertibility.

```lean
/-- For three generators the theorem fails: the negatives of the Pauli matrices also form a
Clifford family, but no similarity takes the Pauli matrices to their negatives. -/
theorem odd_counterexample : IsClifford (fun a => -pauli a) ∧
    ¬ ∃ S : (Matrix (Fin 2) (Fin 2) ℂ)ˣ, ∀ a,
      -pauli a = S * pauli a * (↑S⁻¹ : Matrix (Fin 2) (Fin 2) ℂ) := by
  refine ⟨⟨fun a => by rw [neg_mul_neg, pauli_witness.1.sq], fun a b hab => by
    rw [neg_mul_neg, neg_mul_neg, pauli_witness.1.anti a b hab]⟩, ?_⟩
  rintro ⟨S, hS⟩
  simp only [Units.eq_mul_inv_iff_mul_eq] at hS
  -- the product of the three matrices is the scalar `i`
  have hp : pauli 0 * pauli 1 * pauli 2 = Complex.I • (1 : Matrix (Fin 2) (Fin 2) ℂ) := by
    ext i j
    fin_cases i <;> fin_cases j <;> simp [pauli, Matrix.mul_apply, Fin.sum_univ_succ]
  have h1 : (S : Matrix (Fin 2) (Fin 2) ℂ) * (pauli 0 * pauli 1 * pauli 2) =
      -(pauli 0 * pauli 1 * pauli 2 * S) := by
    rw [← mul_assoc, ← mul_assoc, ← hS 0, mul_assoc (-pauli 0), ← hS 1,
      mul_assoc (-pauli 0), mul_assoc (-pauli 1), ← hS 2]
    noncomm_ring
  rw [hp, mul_smul_comm, smul_mul_assoc, mul_one, one_mul] at h1
  have h2 : (2 * Complex.I) • (S : Matrix (Fin 2) (Fin 2) ℂ) = 0 := by
    rw [mul_smul, two_smul]
    exact eq_neg_iff_add_eq_zero.mp h1
  exact S.ne_zero ((smul_eq_zero.mp h2).resolve_left
    (mul_ne_zero two_ne_zero Complex.I_ne_zero))

end

end PauliFundamental
```

```lean
#print axioms PauliFundamental.pauli_fundamental
#print axioms PauliFundamental.odd_counterexample
```

```
'PauliFundamental.pauli_fundamental' depends on axioms: [propext, Classical.choice, Quot.sound]
'PauliFundamental.odd_counterexample' depends on axioms: [propext, Classical.choice, Quot.sound]
```
